# Point weights of total 1 give range-separated exchange a −(a+b)/r tail

Place real weights $c_j$ with $\sum_j c_j=1$ at finitely many points $R_j\in\mathbb R^3$, and let $a,b$ be real and $w>0$. The potential

$$v(r)=-\sum_j c_j\,\frac{a+b\,\mathrm{erf}(w\|r-R_j\|)}{\|r-R_j\|}$$

satisfies $\|r\|\,v(r)\to-(a+b)$ as $r$ goes to infinity. The limit is $-1$ exactly when $a+b=1$; for $a=0.19$, $b=0.46$, the parameters of the CAM-B3LYP functional, it is $-0.65$.

In atomic units, $v$ is a local model of the exact-exchange part of a range-separated hybrid, which calculations usually apply as a nonlocal operator. The fraction of exact exchange is $a$ at short range and $a+b$ at long range, and $1/w$ sets the length over which it changes. The weights stand for the exchange hole, a deficit of one electron in total, which gives their sum. They are held fixed as $r$ moves, whereas a real hole changes with $r$, and the semilocal part of the functional is left out. Within this point-weight model, the limit shows how much of the $-1/r$ tail of the exact exchange potential, important for Rydberg excitations, a choice of $a$ and $b$ retains.

## From one point to the weighted sum

Since $\int_0^\infty e^{-t^2}dt=\sqrt\pi/2$, the error function

$$\mathrm{erf}(x)=\frac{2}{\sqrt\pi}\int_0^x e^{-t^2}dt$$

tends to $1$ as $x\to\infty$.

Fix a point $p$ and write $d=\|r-p\|$. Then $d\ge\|r\|-\|p\|\to\infty$. The reverse triangle inequality gives $|\|r\|-d|\le\|p\|$, so

$$\left|\frac{\|r\|}{d}-1\right|\le\frac{\|p\|}{d}\to0.$$

Hence

$$\|r\|\,\frac{a+b\,\mathrm{erf}(wd)}{d}=\bigl(a+b\,\mathrm{erf}(wd)\bigr)\frac{\|r\|}{d}\to a+b.$$

Setting $p=R_j$, multiplying by $-c_j$ and summing gives $-(a+b)\sum_j c_j=-(a+b)$. Limits are unique, so this equals $-1$ only if $a+b=1$.

If $w=0$, then $\mathrm{erf}(0)=0$ removes $b$ and the limit is $-a$.

Now let $r\to R_j$, with all the points distinct. In $\|r-R_j\|\,v(r)$ the term of $R_j$ is $-c_j(a+b\,\mathrm{erf}(w\|r-R_j\|))\to-c_ja$. Every other term is a bounded quantity times a vanishing distance. The limit is therefore $-c_ja$: the long-range parameter $b$ is invisible there. If $c_ja\ne0$, then $v$ diverges at $R_j$; this comes from the point weights, since a smooth hole gives a finite potential.

## The potential in Lean

```lean
import Mathlib

open Filter Topology Bornology

namespace RangeSeparatedExchange

noncomputable section
```

Points live in Euclidean space, so `‖r‖` is the usual length.

```lean
/-- Points of three-dimensional space. -/
abbrev Point := EuclideanSpace ℝ (Fin 3)
```

The error function is defined by its integral, and the interaction is a function of distance alone.

```lean
/-- The error function, `2/√π` times the integral of `exp (-t²)` from `0` to `x`. -/
def errorFn (x : ℝ) : ℝ := 2 / √Real.pi * ∫ t in (0 : ℝ)..x, Real.exp (-t ^ 2)

/-- The range-separated exchange interaction `(a + b erf (w s)) / s` at distance `s > 0`. -/
def interaction (a b w s : ℝ) : ℝ := (a + b * errorFn (w * s)) / s
```

The index `j` runs over `Fin n`, and `R j` is $R_j$. The formula has its physical meaning only away from the points, which is where both kinds of limit below are taken.

```lean
/-- The exchange potential at `r` of weights `c j` placed at the points `R j`,
for `r` different from all `R j`. -/
def potential {n : ℕ} (c : Fin n → ℝ) (R : Fin n → Point) (a b w : ℝ) (r : Point) : ℝ :=
  -∑ j, c j * interaction a b w ‖r - R j‖
```

## The error function at zero and at infinity

The value at zero and continuity serve the $w=0$ and near-field results. Continuity follows from differentiability of the integral in its upper end.

```lean
/-- The error function vanishes at the origin. -/
theorem errorFn_zero : errorFn 0 = 0 := by
  simp [errorFn]

/-- The error function is continuous. -/
@[fun_prop]
theorem continuous_errorFn : Continuous errorFn := by
  have h : Continuous fun t : ℝ => Real.exp (-t ^ 2) := by fun_prop
  unfold errorFn
  exact continuous_const.mul (continuous_iff_continuousAt.mpr fun x =>
    (h.integral_hasStrictDerivAt 0 x).hasDerivAt.continuousAt)
```

For the limit at infinity, `integral_gaussian_Ioi` supplies the half-line integral, and the prefactor normalises it to $1$.

```lean
/-- The error function tends to `1` at large argument. -/
theorem tendsto_errorFn : Tendsto errorFn atTop (𝓝 1) := by
  have hi := integrable_exp_neg_mul_sq (b := 1) one_pos
  have h := MeasureTheory.intervalIntegral_tendsto_integral_Ioi 0 hi.integrableOn tendsto_id
  -- the Gaussian integral over the half-line fixes the normalisation
  rw [integral_gaussian_Ioi] at h
  have h2 := h.const_mul (2 / √Real.pi)
  have hp : √Real.pi ≠ 0 := (Real.sqrt_pos.mpr Real.pi_pos).ne'
  have e : 2 / √Real.pi * (√(Real.pi / 1) / 2) = 1 := by
    rw [div_one]
    field_simp
  rw [e] at h2
  refine h2.congr fun x => ?_
  simp [errorFn]
```

## Distances far away

The filter `cobounded Point` expresses "$r$ goes to infinity": a property holds eventually if it holds outside some bounded set. The limits are thus uniform in direction.

```lean
/-- The distance to a fixed point `p` grows without bound as `r` goes to infinity. -/
theorem tendsto_distance (p : Point) :
    Tendsto (fun r : Point => ‖r - p‖) (cobounded Point) atTop := by
  refine tendsto_atTop_mono (fun r => ?_)
    (tendsto_atTop_add_const_right _ (-‖p‖) tendsto_norm_cobounded_atTop)
  have := norm_sub_norm_le r p
  linarith
```

The next proof is the estimate by $\|p\|/d$; `squeeze_zero_norm'` turns it into a limit.

```lean
/-- Far away, the distance to the origin and the distance to a fixed point `p`
have ratio tending to `1`. -/
theorem tendsto_distance_ratio (p : Point) :
    Tendsto (fun r : Point => ‖r‖ / ‖r - p‖) (cobounded Point) (𝓝 1) := by
  have hd := tendsto_distance p
  have h0 : Tendsto (fun r : Point => ‖r‖ / ‖r - p‖ - 1) (cobounded Point) (𝓝 0) := by
    refine squeeze_zero_norm' ?_ (hd.const_div_atTop ‖p‖)
    filter_upwards [hd.eventually_gt_atTop 0] with r hr
    -- the two distances differ by at most the length of `p`
    have h1 : |‖r‖ - ‖r - p‖| ≤ ‖p‖ := by
      have := abs_norm_sub_norm_le r (r - p)
      rwa [sub_sub_cancel] at this
    have h2 : ‖r‖ / ‖r - p‖ - 1 = (‖r‖ - ‖r - p‖) / ‖r - p‖ := by
      rw [sub_div, div_self hr.ne']
    rw [h2, Real.norm_eq_abs, abs_div, abs_of_pos hr]
    gcongr
  simpa using h0.add_const 1
```

## The tail and its coefficient

In `far_field`, `hk` is the one-point limit, the product of the error-function and distance-ratio limits. `tendsto_finsetSum` adds the contributions, and `hc` replaces the sum of the weights by $1$.

```lean
/-- For weights summing to `1` and `w > 0`, the potential has the far field `-(a + b)/‖r‖`:
the product `‖r‖ v(r)` tends to `-(a + b)` as `r` goes to infinity. -/
theorem far_field {n : ℕ} (c : Fin n → ℝ) (R : Fin n → Point) (a b : ℝ) {w : ℝ}
    (hc : ∑ j, c j = 1) (hw : 0 < w) :
    Tendsto (fun r => ‖r‖ * potential c R a b w r) (cobounded Point) (𝓝 (-(a + b))) := by
  -- the contribution of a single point
  have hk (p : Point) : Tendsto (fun r : Point => ‖r‖ * interaction a b w ‖r - p‖)
      (cobounded Point) (𝓝 (a + b)) := by
    have he := tendsto_errorFn.comp ((tendsto_distance p).const_mul_atTop hw)
    have h := ((he.const_mul b).const_add a).mul (tendsto_distance_ratio p)
    rw [mul_one, mul_one] at h
    refine h.congr fun r => ?_
    simp only [interaction, Function.comp_apply]
    ring
  -- the weighted sum over all points
  have h := (tendsto_finsetSum Finset.univ fun j _ => (hk (R j)).const_mul (c j)).neg
  rw [← Finset.sum_mul, hc, one_mul] at h
  refine h.congr fun r => ?_
  unfold potential
  rw [mul_neg, Finset.mul_sum]
  congr 1
  exact Finset.sum_congr rfl fun j _ => by ring
```

For the forward direction of the equivalence, `tendsto_nhds_unique` compares two limits of the same function. It needs the filter at infinity to be nontrivial, which holds because space is unbounded.

```lean
/-- For weights summing to `1` and `w > 0`, the product `‖r‖ v(r)` tends to `-1`
as `r` goes to infinity exactly when `a + b = 1`. -/
theorem full_long_range_iff {n : ℕ} (c : Fin n → ℝ) (R : Fin n → Point) (a b : ℝ) {w : ℝ}
    (hc : ∑ j, c j = 1) (hw : 0 < w) :
    Tendsto (fun r => ‖r‖ * potential c R a b w r) (cobounded Point) (𝓝 (-1)) ↔
      a + b = 1 := by
  have hf := far_field c R a b hc hw
  constructor
  · intro h
    -- space is unbounded, so the limit at infinity is unique
    have : NoncompactSpace Point := NormedSpace.noncompactSpace ℝ Point
    have : NeBot (cobounded Point) := by
      rw [Metric.cobounded_eq_cocompact]
      infer_instance
    have := tendsto_nhds_unique hf h
    linarith
  · intro h
    rwa [h] at hf
```

The numerical case is a substitution.

```lean
/-- With `a = 0.19` and `b = 0.46`, weights summing to `1` and `w > 0`,
the product `‖r‖ v(r)` tends to `-0.65` as `r` goes to infinity. -/
theorem far_field_cam {n : ℕ} (c : Fin n → ℝ) (R : Fin n → Point) {w : ℝ}
    (hc : ∑ j, c j = 1) (hw : 0 < w) :
    Tendsto (fun r => ‖r‖ * potential c R 0.19 0.46 w r) (cobounded Point)
      (𝓝 (-0.65)) := by
  have h := far_field c R 0.19 0.46 hc hw
  have e : (-(0.19 + 0.46) : ℝ) = -0.65 := by norm_num
  rwa [e] at h
```

For $w=0$ the potential coincides with one that has $b=0$ and $w=1$, so `far_field` applies to that one.

```lean
/-- Without range separation (`w = 0`) and with weights summing to `1`,
the product `‖r‖ v(r)` tends to `-a` as `r` goes to infinity, whatever `b` is. -/
theorem far_field_global {n : ℕ} (c : Fin n → ℝ) (R : Fin n → Point) (a b : ℝ)
    (hc : ∑ j, c j = 1) :
    Tendsto (fun r => ‖r‖ * potential c R a b 0 r) (cobounded Point) (𝓝 (-a)) := by
  have h := far_field c R a 0 hc one_pos
  rw [add_zero] at h
  refine h.congr fun r => ?_
  simp [potential, interaction, errorFn_zero]
```

## Close to one point

The filter `𝓝[≠] (R j)` lets $r$ approach $R_j$ without reaching it, and `hR` says that the points are distinct. Here the weights need not sum to $1$, and $w$ may be any real number. The case split on `i = j` separates the point's own term, where the distance cancels, from the others, which are continuous at $R_j$ and vanish there after multiplication by the distance.

```lean
/-- Close to one of several distinct points only the fraction `a` is seen:
the product `‖r - R j‖ v(r)` tends to `-(c j * a)` as `r` approaches `R j`. -/
theorem near_field {n : ℕ} (c : Fin n → ℝ) (R : Fin n → Point) (a b w : ℝ)
    (hR : Function.Injective R) (j : Fin n) :
    Tendsto (fun r => ‖r - R j‖ * potential c R a b w r) (𝓝[≠] (R j))
      (𝓝 (-(c j * a))) := by
  have hk (i : Fin n) : Tendsto
      (fun r => c i * (‖r - R j‖ * interaction a b w ‖r - R i‖)) (𝓝[≠] (R j))
      (𝓝 (if i = j then c i * a else 0)) := by
    by_cases hij : i = j
    · -- the point itself: the distance cancels and `erf` vanishes
      subst hij
      rw [if_pos rfl]
      have hcont : Continuous fun r : Point =>
          c i * (a + b * errorFn (w * ‖r - R i‖)) := by fun_prop
      refine ((hcont.tendsto' (R i) (c i * a) (by simp [errorFn_zero])).mono_left
        nhdsWithin_le_nhds).congr' ?_
      filter_upwards [self_mem_nhdsWithin] with r hr
      have hne : ‖r - R i‖ ≠ 0 := norm_ne_zero_iff.mpr (sub_ne_zero.mpr hr)
      rw [interaction, mul_div_cancel₀ _ hne]
    · -- the other points: a finite interaction times a vanishing distance
      rw [if_neg hij]
      have hne : ‖R j - R i‖ ≠ 0 :=
        norm_ne_zero_iff.mpr (sub_ne_zero.mpr fun h => hij (hR h).symm)
      have hcont : ContinuousAt (fun r : Point => c i * (‖r - R j‖ *
          ((a + b * errorFn (w * ‖r - R i‖)) / ‖r - R i‖))) (R j) :=
        ContinuousAt.mul continuousAt_const (ContinuousAt.mul (by fun_prop)
          (ContinuousAt.div (by fun_prop) (by fun_prop) hne))
      have h := hcont.tendsto.mono_left (nhdsWithin_le_nhds (s := {R j}ᶜ))
      simp only [sub_self, norm_zero, zero_mul, mul_zero] at h
      exact h
  have h := (tendsto_finsetSum Finset.univ fun i _ => hk i).neg
  rw [Finset.sum_ite_eq' Finset.univ j, if_pos (Finset.mem_univ j)] at h
  refine h.congr fun r => ?_
  unfold potential
  rw [mul_neg, Finset.mul_sum]
  congr 1
  exact Finset.sum_congr rfl fun i _ => by ring

end

end RangeSeparatedExchange
```

```lean
#print axioms RangeSeparatedExchange.full_long_range_iff
-- 'RangeSeparatedExchange.full_long_range_iff' depends on axioms: [propext, Classical.choice, Quot.sound]
#print axioms RangeSeparatedExchange.far_field_cam
-- 'RangeSeparatedExchange.far_field_cam' depends on axioms: [propext, Classical.choice, Quot.sound]
#print axioms RangeSeparatedExchange.far_field_global
-- 'RangeSeparatedExchange.far_field_global' depends on axioms: [propext, Classical.choice, Quot.sound]
#print axioms RangeSeparatedExchange.near_field
-- 'RangeSeparatedExchange.near_field' depends on axioms: [propext, Classical.choice, Quot.sound]
```
